# The square of the CHSH operator for two spins one-half, and its bound 2√2

Let two spins one-half be measured along unit vectors a or a' on the first spin and b or b' on the second. With σ the vector of Pauli matrices, the CHSH operator

C = a·σ ⊗ (b + b')·σ + a'·σ ⊗ (b − b')·σ

satisfies

C² = 4 + 4 (a×a')·σ ⊗ (b×b')·σ.

Every normalised state vector therefore obeys |⟨C⟩| ≤ 2√2, and the singlet reaches −2√2 for suitable directions. C² = 4 holds exactly when a×a' = 0 or b×b' = 0, and then |⟨C⟩| ≤ 2.

## CHSH values in a two-qubit code

In a simulation of two qubits in a pure state with ideal spin measurements, a value of |⟨C⟩| computed from the state vector that exceeds 2√2 by more than rounding points to a fault, such as an unnormalised state or setting. Averages over finitely many sampled outcomes may exceed it by statistical fluctuation. The identity for C² checks the operator without any state, but when both sides are built from the same matrices it misses a sign error in σ_y made on both spins: the cross-product term of the product rule changes sign on each spin, and the two signs cancel.

## From the Pauli product rule to 2√2

Summing σ_j σ_k = δ_jk + i Σ_l ε_jkl σ_l against the components of u and v gives

(u·σ)(v·σ) = u·v + i (u×v)·σ.

Write A, A', B, B' for the spin components along a, a', b, b'. Each squares to 1, so

C² = 1 ⊗ [(B + B')² + (B − B')²] + AA' ⊗ (B + B')(B − B') + A'A ⊗ (B − B')(B + B').

The first bracket is 2B² + 2B'² = 4. Also (B + B')(B − B') = −[B, B'] and (B − B')(B + B') = [B, B']. Hence

C² = 4 − [A, A'] ⊗ [B, B'].

The product rule gives [A, A'] = 2i (a×a')·σ and [B, B'] = 2i (b×b')·σ. Since (2i)² = −4, the identity follows.

Set p = a×a', q = b×b' and K = p·σ ⊗ q·σ. Then K² = |p|²|q|², so K = 0 exactly when p = 0 or q = 0. This settles when C² = 4.

For Hermitian X, real t and a normalised state,

0 ≤ ⟨(X − t)²⟩ = ⟨X²⟩ − 2t⟨X⟩ + t².

If ⟨X²⟩ ≤ r² with r > 0, taking t = r and t = −r gives |⟨X⟩| ≤ r. Now |p|² = 1 − (a·a')² ≤ 1, and likewise |q|² ≤ 1, so ⟨K²⟩ ≤ 1 and ⟨K⟩ ≤ 1. Then ⟨C²⟩ = 4 + 4⟨K⟩ ≤ 8, and |⟨C⟩| ≤ 2√2. When C² = 4, the same argument with r = 2 gives |⟨C⟩| ≤ 2.

For the singlet s = (e₀₁ − e₁₀)/√2, take a = z, a' = x, b = (z + x)/√2, b' = (z − x)/√2. Then

C = √2 (σ_z ⊗ σ_z + σ_x ⊗ σ_x).

Each product sends s to −s, so Cs = −2√2 s.

## The Lean file

```lean
import Mathlib

open Matrix
open scoped Kronecker ComplexOrder

namespace CHSHOperator

noncomputable section

/-- The three Pauli matrices, in the order x, y, z. -/
def pauli : Fin 3 → Matrix (Fin 2) (Fin 2) ℂ :=
  ![!![0, 1; 1, 0], !![0, -Complex.I; Complex.I, 0], !![1, 0; 0, -1]]

/-- The spin component `v·σ` along a real vector `v`. -/
def spin (v : Fin 3 → ℝ) : Matrix (Fin 2) (Fin 2) ℂ := ∑ i, (v i : ℂ) • pauli i

/-- The CHSH operator `a·σ ⊗ (b + b')·σ + a'·σ ⊗ (b - b')·σ`. -/
def chsh (a a' b b' : Fin 3 → ℝ) : Matrix (Fin 2 × Fin 2) (Fin 2 × Fin 2) ℂ :=
  spin a ⊗ₖ spin (b + b') + spin a' ⊗ₖ spin (b - b')

/-- The real part of `⟨ψ, M ψ⟩` for a two-spin vector `ψ`. -/
def expect (ψ : Fin 2 × Fin 2 → ℂ) (M : Matrix (Fin 2 × Fin 2) (Fin 2 × Fin 2) ℂ) : ℝ :=
  (star ψ ⬝ᵥ M *ᵥ ψ).re

/-- The singlet `(e₀₁ - e₁₀)/√2`. -/
def singlet : Fin 2 × Fin 2 → ℂ :=
  fun p => !![0, ((√2 / 2 : ℝ) : ℂ); -((√2 / 2 : ℝ) : ℂ), 0] p.1 p.2

/-- The Pauli product rule `(u·σ)(v·σ) = u·v + i (u × v)·σ`. -/
theorem spin_mul (u v : Fin 3 → ℝ) :
    spin u * spin v = ((u ⬝ᵥ v : ℝ) : ℂ) • 1 + Complex.I • spin (u ⨯₃ v) := by
  ext i j
  fin_cases i <;> fin_cases j <;> apply Complex.ext <;>
    simp [spin, pauli, Matrix.mul_apply, Fin.sum_univ_two, Fin.sum_univ_three,
      cross_apply, dotProduct] <;> ring

/-- Every spin component along a real vector is Hermitian. -/
theorem spin_isHermitian (v : Fin 3 → ℝ) : (spin v).IsHermitian := by
  ext i j
  fin_cases i <;> fin_cases j <;>
    simp [spin, pauli, Fin.sum_univ_three, Matrix.conjTranspose_apply]

/-- A product of spin components squares to a number: `(u·σ ⊗ v·σ)² = |u|² |v|²`. -/
theorem spin_kronecker_sq (u v : Fin 3 → ℝ) :
    (spin u ⊗ₖ spin v) * (spin u ⊗ₖ spin v) = (((u ⬝ᵥ u) * (v ⬝ᵥ v) : ℝ) : ℂ) • 1 := by
  have h0 : spin 0 = 0 := by simp [spin]
  rw [← Matrix.mul_kronecker_mul, spin_mul, spin_mul, cross_self, cross_self, h0, smul_zero,
    add_zero, add_zero, Matrix.smul_kronecker, Matrix.kronecker_smul,
    Matrix.one_kronecker_one, smul_smul, Complex.ofReal_mul]

/-- For unit vectors `a, a', b, b'` the CHSH operator satisfies
`C² = 4 + 4 (a × a')·σ ⊗ (b × b')·σ`. -/
theorem chsh_sq {a a' b b' : Fin 3 → ℝ} (ha : a ⬝ᵥ a = 1) (ha' : a' ⬝ᵥ a' = 1)
    (hb : b ⬝ᵥ b = 1) (hb' : b' ⬝ᵥ b' = 1) :
    chsh a a' b b' * chsh a a' b b' =
      (4 : ℂ) • 1 + (4 : ℂ) • (spin (a ⨯₃ a') ⊗ₖ spin (b ⨯₃ b')) := by
  have hadd : spin (b + b') = spin b + spin b' := by
    simp [spin, add_smul, Finset.sum_add_distrib]
  have hsub : spin (b - b') = spin b - spin b' := by
    simp [spin, sub_smul, Finset.sum_sub_distrib]
  have hneg : ∀ w, spin (-w) = -spin w := fun w => by simp [spin]
  have sq1 : ∀ u : Fin 3 → ℝ, u ⬝ᵥ u = 1 → spin u * spin u = 1 := by
    intro u h
    rw [spin_mul, h, cross_self]
    simp [spin]
  -- reversing the factors flips the sign of the cross product
  have swap : ∀ u v : Fin 3 → ℝ,
      spin v * spin u = ((u ⬝ᵥ v : ℝ) : ℂ) • 1 - Complex.I • spin (u ⨯₃ v) := by
    intro u v
    rw [spin_mul v u, dotProduct_comm v u, ← cross_anticomm u v, hneg, smul_neg,
      ← sub_eq_add_neg]
  have hone : (1 : Matrix (Fin 2 × Fin 2) (Fin 2 × Fin 2) ℂ) = 1 ⊗ₖ 1 :=
    Matrix.one_kronecker_one.symm
  rw [hone]
  simp only [chsh, hadd, hsub, add_mul, mul_add, sub_mul, mul_sub, ← Matrix.mul_kronecker_mul,
    sq1 a ha, sq1 a' ha', sq1 b hb, sq1 b' hb', spin_mul a a', swap a a', spin_mul b b',
    swap b b']
  -- apart from the constant 4, only the product of the two commutators survives
  ext ⟨i, k⟩ ⟨j, l⟩
  simp only [Matrix.add_apply, Matrix.sub_apply, Matrix.smul_apply, Matrix.kroneckerMap_apply,
    smul_eq_mul]
  linear_combination (-4 * spin (a ⨯₃ a') i j * spin (b ⨯₃ b') k l) * Complex.I_sq

/-- For unit vectors, `C² = 4` holds exactly when `a × a' = 0` or `b × b' = 0`. -/
theorem chsh_sq_eq_four_iff {a a' b b' : Fin 3 → ℝ} (ha : a ⬝ᵥ a = 1) (ha' : a' ⬝ᵥ a' = 1)
    (hb : b ⬝ᵥ b = 1) (hb' : b' ⬝ᵥ b' = 1) :
    chsh a a' b b' * chsh a a' b b' = (4 : ℂ) • 1 ↔ a ⨯₃ a' = 0 ∨ b ⨯₃ b' = 0 := by
  have hz : ∀ u v : Fin 3 → ℝ, spin u ⊗ₖ spin v = 0 → u = 0 ∨ v = 0 := by
    intro u v h
    have h2 := spin_kronecker_sq u v
    rw [h, zero_mul] at h2
    have h3 := congrFun (congrFun h2 (0, 0)) (0, 0)
    simpa [dotProduct_self_eq_zero] using h3
  have h0 : spin 0 = 0 := by simp [spin]
  rw [chsh_sq ha ha' hb hb', add_eq_left]
  constructor
  · intro h
    exact hz _ _ ((smul_eq_zero.mp h).resolve_left (by norm_num))
  · rintro (h | h) <;> rw [h, h0] <;> simp

/-- In a normalised state, a Hermitian `X` with `⟨X²⟩ ≤ r²`, `r > 0`, has `|⟨X⟩| ≤ r`. -/
theorem abs_expect_le {X : Matrix (Fin 2 × Fin 2) (Fin 2 × Fin 2) ℂ} (hX : X.IsHermitian)
    {r : ℝ} (hr : 0 < r) {ψ : Fin 2 × Fin 2 → ℂ} (hψ : star ψ ⬝ᵥ ψ = 1)
    (h : expect ψ (X * X) ≤ r ^ 2) : |expect ψ X| ≤ r := by
  -- the square of the Hermitian operator X - t has non-negative expectation
  have key : ∀ t : ℝ, 0 ≤ expect ψ (X * X) - 2 * t * expect ψ X + t ^ 2 := by
    intro t
    have hY : (X - (t : ℂ) • 1)ᴴ = X - (t : ℂ) • 1 := by
      simp [Matrix.conjTranspose_sub, Matrix.conjTranspose_smul, hX.eq]
    have hp := (Matrix.posSemidef_conjTranspose_mul_self
      (X - (t : ℂ) • 1)).dotProduct_mulVec_nonneg ψ
    have e : (X - (t : ℂ) • 1) * (X - (t : ℂ) • 1) =
        X * X - ((2 * t : ℝ) : ℂ) • X + ((t ^ 2 : ℝ) : ℂ) • 1 := by
      simp only [sub_mul, mul_sub, smul_mul_assoc, mul_smul_comm, one_mul, mul_one]
      push_cast
      module
    rw [hY, e] at hp
    have hre := (Complex.le_def.mp hp).1
    simpa only [expect, Matrix.add_mulVec, Matrix.sub_mulVec, Matrix.smul_mulVec,
      Matrix.one_mulVec, dotProduct_add, dotProduct_sub, dotProduct_smul, hψ, smul_eq_mul,
      Complex.add_re, Complex.sub_re, Complex.re_ofReal_mul, Complex.one_re, mul_one,
      Complex.ofReal_re, Complex.zero_re] using hre
  have h1 := key r
  have h2 := key (-r)
  exact abs_le.mpr ⟨by nlinarith, by nlinarith⟩

/-- The CHSH operator is Hermitian. -/
theorem chsh_isHermitian (a a' b b' : Fin 3 → ℝ) : (chsh a a' b b').IsHermitian := by
  simp only [Matrix.IsHermitian, chsh, Matrix.conjTranspose_add,
    Matrix.conjTranspose_kronecker, (spin_isHermitian _).eq]

/-- Tsirelson bound for two spins: for unit vectors `a, a', b, b'` and any normalised state,
`|⟨C⟩| ≤ 2√2`. If moreover `a × a' = 0` or `b × b' = 0`, then `|⟨C⟩| ≤ 2`. -/
theorem tsirelson_bound {a a' b b' : Fin 3 → ℝ} (ha : a ⬝ᵥ a = 1) (ha' : a' ⬝ᵥ a' = 1)
    (hb : b ⬝ᵥ b = 1) (hb' : b' ⬝ᵥ b' = 1) {ψ : Fin 2 × Fin 2 → ℂ} (hψ : star ψ ⬝ᵥ ψ = 1) :
    |expect ψ (chsh a a' b b')| ≤ 2 * √2 ∧
      (a ⨯₃ a' = 0 ∨ b ⨯₃ b' = 0 → |expect ψ (chsh a a' b b')| ≤ 2) := by
  have hnum : ∀ c : ℝ, expect ψ ((c : ℂ) • 1) = c := by
    intro c
    simp [expect, Matrix.smul_mulVec, dotProduct_smul, hψ]
  have hC := chsh_isHermitian a a' b b'
  constructor
  · have cross_le : ∀ u v : Fin 3 → ℝ, u ⬝ᵥ u = 1 → v ⬝ᵥ v = 1 →
        (u ⨯₃ v) ⬝ᵥ (u ⨯₃ v) ≤ 1 := by
      intro u v hu hv
      rw [cross_dot_cross, hu, hv, dotProduct_comm v u]
      nlinarith [mul_self_nonneg (u ⬝ᵥ v)]
    have hK : (spin (a ⨯₃ a') ⊗ₖ spin (b ⨯₃ b')).IsHermitian := by
      simp only [Matrix.IsHermitian, Matrix.conjTranspose_kronecker, (spin_isHermitian _).eq]
    -- the correlation term has expectation at most one
    have hK1 := abs_expect_le hK one_pos hψ (by
      rw [spin_kronecker_sq, hnum, one_pow]
      exact mul_le_one₀ (cross_le a a' ha ha')
        (Finset.sum_nonneg fun i _ => mul_self_nonneg _) (cross_le b b' hb hb'))
    have hlin : ∀ K, expect ψ ((4 : ℂ) • 1 + (4 : ℂ) • K) = 4 + 4 * expect ψ K := by
      intro K
      simp [expect, Matrix.add_mulVec, Matrix.smul_mulVec, dotProduct_add, dotProduct_smul, hψ]
    have h8 : (2 * √2) ^ 2 = 8 := by
      rw [mul_pow, Real.sq_sqrt] <;> norm_num
    refine abs_expect_le hC (by positivity) hψ ?_
    rw [chsh_sq ha ha' hb hb', hlin, h8]
    linarith [(abs_le.mp hK1).2]
  · intro h
    refine abs_expect_le hC two_pos hψ ?_
    have h4 := hnum 4
    rw [Complex.ofReal_ofNat] at h4
    rw [(chsh_sq_eq_four_iff ha ha' hb hb').mpr h, h4]
    norm_num

/-- With `a = z`, `a' = x`, `b = (z + x)/√2`, `b' = (z - x)/√2`, the singlet is an eigenvector
of the CHSH operator with eigenvalue `-2√2`. -/
theorem chsh_mulVec_singlet :
    chsh ![0, 0, 1] ![1, 0, 0] ![√2 / 2, 0, √2 / 2] ![-(√2 / 2), 0, √2 / 2] *ᵥ singlet =
      ((-(2 * √2) : ℝ) : ℂ) • singlet := by
  have hp : (![√2 / 2, 0, √2 / 2] + ![-(√2 / 2), 0, √2 / 2] : Fin 3 → ℝ) = ![0, 0, √2] := by
    ext i
    fin_cases i <;> simp
  have hm : (![√2 / 2, 0, √2 / 2] - ![-(√2 / 2), 0, √2 / 2] : Fin 3 → ℝ) = ![√2, 0, 0] := by
    ext i
    fin_cases i <;> simp
  rw [chsh, hp, hm]
  ext ⟨i, j⟩
  fin_cases i <;> fin_cases j <;>
    simp [spin, pauli, singlet, Matrix.mulVec, dotProduct, Fintype.sum_prod_type,
      Fin.sum_univ_two, Fin.sum_univ_three] <;> ring

/-- The singlet is normalised, the directions `(z ± x)/√2` are unit vectors, and with `a = z`,
`a' = x` the singlet expectation of the CHSH operator is `-2√2`. -/
theorem singlet_expect_chsh :
    star singlet ⬝ᵥ singlet = 1 ∧
    (![√2 / 2, 0, √2 / 2] : Fin 3 → ℝ) ⬝ᵥ ![√2 / 2, 0, √2 / 2] = 1 ∧
    (![-(√2 / 2), 0, √2 / 2] : Fin 3 → ℝ) ⬝ᵥ ![-(√2 / 2), 0, √2 / 2] = 1 ∧
    expect singlet (chsh ![0, 0, 1] ![1, 0, 0] ![√2 / 2, 0, √2 / 2] ![-(√2 / 2), 0, √2 / 2]) =
      -(2 * √2) := by
  have h : √2 * √2 = 2 := Real.mul_self_sqrt (by norm_num)
  -- the squared norm for a general real amplitude s
  have hgen : ∀ s : ℝ,
      star (fun p : Fin 2 × Fin 2 => !![0, (s : ℂ); -(s : ℂ), 0] p.1 p.2) ⬝ᵥ
        (fun p : Fin 2 × Fin 2 => !![0, (s : ℂ); -(s : ℂ), 0] p.1 p.2) =
      ((2 * (s * s) : ℝ) : ℂ) := by
    intro s
    simp [dotProduct, Fintype.sum_prod_type, Fin.sum_univ_two]
    ring
  have hv : 2 * (√2 / 2 * (√2 / 2)) = 1 := by linear_combination h / 2
  have hs : star singlet ⬝ᵥ singlet = 1 := by
    have h1 := hgen (√2 / 2)
    rw [hv, Complex.ofReal_one] at h1
    exact h1
  refine ⟨hs, ?_, ?_, ?_⟩
  · simp only [dotProduct, Fin.sum_univ_three, Matrix.cons_val]
    linear_combination h / 2
  · simp only [dotProduct, Fin.sum_univ_three, Matrix.cons_val]
    linear_combination h / 2
  · rw [expect, chsh_mulVec_singlet, dotProduct_smul, hs, smul_eq_mul, mul_one,
      Complex.ofReal_re]

end

end CHSHOperator
```

```lean
#print axioms CHSHOperator.tsirelson_bound
#print axioms CHSHOperator.singlet_expect_chsh
```

```
'CHSHOperator.tsirelson_bound' depends on axioms: [propext, Classical.choice, Quot.sound]
'CHSHOperator.singlet_expect_chsh' depends on axioms: [propext, Classical.choice, Quot.sound]
```

## Spins, states and settings in the theorems

`spin v` is v·σ, without the factor ħ/2 of the physical spin. Vector indices 0, 1, 2 mean x, y, z; basis indices 0 and 1 mean up and down along z. `⊗ₖ` is the Kronecker product and `⨯₃` the cross product. `expect ψ M` is the real part of ⟨ψ, Mψ⟩, which is the full value for Hermitian M. Hypotheses such as `a ⬝ᵥ a = 1` make the settings unit vectors, and `hψ` normalises the state.

`spin_mul` checks the product rule entry by entry. `chsh_sq` expands the square, and its final `linear_combination` supplies i² = −1. `chsh_sq_eq_four_iff` reads |p|²|q|² = 0 from one entry of K², using `spin_kronecker_sq`. `abs_expect_le` is the positivity argument; `tsirelson_bound` applies it to K and then to C, with Hermiticity from `spin_isHermitian` and `chsh_isHermitian`. `chsh_mulVec_singlet` computes the eigenvector equation by components, and `singlet_expect_chsh` adds the normalisations and the expectation value.

Tsirelson's bound holds for any ±1-valued observables measured on two separate systems, whatever their dimensions; these theorems treat spin components of two spins one-half in pure states. The value 2 is derived here for parallel or antiparallel settings on one side, not for local hidden-variable models. Comparison with an experiment also requires identifying ⟨C⟩ with a combination of four correlations measured in separate runs on identically prepared pairs.
